# Every real number is a weak value of σ_z in the state (1,1)/√2

## Weak values

Let E be an inner product space over 𝕜 = ℝ or ℂ, with ⟨x, y⟩ conjugate-linear in x and linear in y, and let A be a linear operator on E. For a pre-selected state ψ and a post-selected state φ with ⟨φ, ψ⟩ ≠ 0, the weak value is

W(A; φ, ψ) = ⟨φ, Aψ⟩ / ⟨φ, ψ⟩.

On the qubit space 𝕜², with components v₀ and v₁, set σ_z(v₀, v₁) = (v₀, −v₁) and ψ₊ = (1, 1)/√2. The eigenvalues of σ_z are 1 and −1, yet every real w equals W(σ_z; φ, ψ₊) for some real unit vector φ. In general, every scalar is a weak value of A in ψ exactly when Aψ is not a multiple of ψ.

## Post-selection orthogonal to Aψ − wψ

Fix a scalar w and put v = Aψ − wψ. Multiplying W = w by ⟨φ, ψ⟩ gives

W = w ⇔ ⟨φ, v⟩ = 0.

If Aψ = aψ, the choice w = a gives v = 0, so W = a for every admissible φ and a + 1 is never reached. Otherwise v ≠ 0 for every w. Put

c = ⟨v, ψ⟩/⟨v, v⟩, u = ψ − cv.

Then ⟨v, u⟩ = ⟨v, ψ⟩ − c⟨v, v⟩ = 0. Suppose ⟨u, ψ⟩ = 0. Then ⟨u, u⟩ = ⟨u, ψ⟩ − c⟨u, v⟩ = 0, so ψ = cv. For c = 0 this gives ψ = 0 and Aψ = 0·ψ; for c ≠ 0 it gives Aψ = (w + c⁻¹)ψ. Both are excluded, so φ = u/‖u‖ has weak value w.

## The qubit

The equation σ_z x = ax reads (a − 1)x₀ = 0, (a + 1)x₁ = 0, so x ≠ 0 forces a = ±1, and (1, 0), (0, 1) realise both values. For real w, v = (1 − w, −1 − w)/√2 is orthogonal to (1 + w, 1 − w). With r = √(1 + w²), let

φ_w = (1 + w, 1 − w)/(√2 r),

‖φ_w‖² = [(1 + w)² + (1 − w)²]/(2r²) = 1,

⟨φ_w, ψ₊⟩ = [(1 + w) + (1 − w)]/(2r) = 1/r,

⟨φ_w, σ_zψ₊⟩ = [(1 + w) − (1 − w)]/(2r) = w/r.

The ratio is w. For any real unit φ with nonzero overlap,

⟨φ, ψ₊⟩²(1 + W²) = ⟨φ, ψ₊⟩² + ⟨φ, σ_zψ₊⟩² = [(φ₀ + φ₁)² + (φ₀ − φ₁)²]/2 = 1,

so the probability ⟨φ, ψ₊⟩² of finding ψ₊ in φ is 1/(1 + W²). Over ℂ, σ_zψ₊ = aψ₊ would need a = 1 and a = −1 together, so every complex w also occurs.

## The general theorem in Lean

`RCLike 𝕜` covers ℝ and ℂ. Neither finite dimension nor completeness of `E` is assumed.

```lean
import Mathlib

open scoped InnerProductSpace

namespace AnomalousWeakValue

noncomputable section

variable {𝕜 : Type*} [RCLike 𝕜] {E : Type*} [NormedAddCommGroup E] [InnerProductSpace 𝕜 E]
```

The operator `A : E →ₗ[𝕜] E` is linear and defined on all of E, with no Hermiticity required. The weak value is this ratio by definition; the pointer coupling through which it is measured is not modelled. Lean returns 0 on division by zero, so each statement about `weakValue` carries a nonzero overlap.

```lean
/-- The weak value `⟨φ, A ψ⟩ / ⟨φ, ψ⟩` of `A` with pre-selected state `ψ` and post-selected
state `φ`. -/
def weakValue (A : E →ₗ[𝕜] E) (φ ψ : E) : 𝕜 := ⟪φ, A ψ⟫_𝕜 / ⟪φ, ψ⟫_𝕜
```

`div_eq_iff h` clears the denominator and gives the orthogonality criterion; the eigenvector case substitutes `hA` into it.

```lean
/-- For `φ` not orthogonal to `ψ`, the weak value equals `w` exactly when `φ` is orthogonal
to `A ψ - w ψ`. -/
theorem weakValue_eq_iff (A : E →ₗ[𝕜] E) {φ ψ : E} (h : ⟪φ, ψ⟫_𝕜 ≠ 0) (w : 𝕜) :
    weakValue A φ ψ = w ↔ ⟪φ, A ψ - w • ψ⟫_𝕜 = 0 := by
  rw [weakValue, inner_sub_right, inner_smul_right, div_eq_iff h, sub_eq_zero]

/-- If `A ψ = a ψ`, the weak value is `a` for every `φ` not orthogonal to `ψ`. -/
theorem weakValue_of_eigenvector (A : E →ₗ[𝕜] E) {φ ψ : E} {a : 𝕜} (hA : A ψ = a • ψ)
    (h : ⟪φ, ψ⟫_𝕜 ≠ 0) : weakValue A φ ψ = a :=
  (weakValue_eq_iff A h a).2 (by rw [hA, sub_self, inner_zero_right])
```

The hypothesis `∀ a : 𝕜, A ψ ≠ a • ψ` excludes eigenvectors and also ψ = 0; ψ need not be normalised. The steps `h1` and `h2` give the orthogonality of u and v, `h3` is the contradiction argument with its split on `c = 0`, and `h4` shows that normalising u keeps the overlap nonzero.

```lean
/-- If `A ψ` is not a multiple of `ψ`, every scalar `w` is the weak value of `A` for some
unit vector `φ` not orthogonal to `ψ`. -/
theorem exists_postselection (A : E →ₗ[𝕜] E) {ψ : E} (h : ∀ a : 𝕜, A ψ ≠ a • ψ) (w : 𝕜) :
    ∃ φ : E, ‖φ‖ = 1 ∧ ⟪φ, ψ⟫_𝕜 ≠ 0 ∧ weakValue A φ ψ = w := by
  obtain ⟨v, hvdef⟩ : ∃ v, v = A ψ - w • ψ := ⟨_, rfl⟩
  have hv : v ≠ 0 := by
    rw [hvdef]
    exact sub_ne_zero.2 (h w)
  have hvv : ⟪v, v⟫_𝕜 ≠ 0 := fun h0 => hv (inner_self_eq_zero.1 h0)
  -- remove from ψ its component along v = A ψ - w ψ
  obtain ⟨c, hc⟩ : ∃ c : 𝕜, c = ⟪v, ψ⟫_𝕜 / ⟪v, v⟫_𝕜 := ⟨_, rfl⟩
  obtain ⟨u, hu⟩ : ∃ u, u = ψ - c • v := ⟨_, rfl⟩
  have h1 : ⟪v, u⟫_𝕜 = 0 := by
    rw [hu, inner_sub_right, inner_smul_right, hc, div_mul_cancel₀ _ hvv, sub_self]
  have h2 : ⟪u, v⟫_𝕜 = 0 := inner_eq_zero_symm.1 h1
  -- if u were orthogonal to ψ too, it would vanish and A ψ would be a multiple of ψ
  have h3 : ⟪u, ψ⟫_𝕜 ≠ 0 := by
    intro h0
    have huu : ⟪u, u⟫_𝕜 = 0 := by
      calc ⟪u, u⟫_𝕜 = ⟪u, ψ - c • v⟫_𝕜 := by rw [← hu]
        _ = 0 := by
          rw [inner_sub_right, inner_smul_right, h0, h2, mul_zero, sub_zero]
    have hu0 : u = 0 := inner_self_eq_zero.1 huu
    have hψ : ψ = c • v := sub_eq_zero.1 (hu.symm.trans hu0)
    by_cases hc0 : c = 0
    · have hz : ψ = 0 := by rw [hψ, hc0, zero_smul]
      exact h 0 (by simp [hz])
    · have hinv : c⁻¹ • ψ = v :=
        (congrArg (fun x => c⁻¹ • x) hψ).trans (inv_smul_smul₀ hc0 v)
      apply h (w + c⁻¹)
      rw [add_smul, hinv, hvdef]
      abel
  have hu0 : u ≠ 0 := fun e => h3 (by rw [e, inner_zero_left])
  have hn : ‖u‖ ≠ 0 := norm_ne_zero_iff.2 hu0
  have h4 : ⟪((‖u‖⁻¹ : ℝ) : 𝕜) • u, ψ⟫_𝕜 ≠ 0 := by
    rw [inner_smul_left, RCLike.conj_ofReal]
    exact mul_ne_zero (RCLike.ofReal_ne_zero.2 (inv_ne_zero hn)) h3
  refine ⟨((‖u‖⁻¹ : ℝ) : 𝕜) • u, ?_, h4, ?_⟩
  · rw [norm_smul, RCLike.norm_ofReal, abs_of_nonneg (inv_nonneg.2 (norm_nonneg u)),
      inv_mul_cancel₀ hn]
  · rw [weakValue_eq_iff A h4, ← hvdef, inner_smul_left, h2, mul_zero]
```

For the converse, the weak value `a + 1` is requested and found equal to `a`, which gives 1 = 0.

```lean
/-- Every scalar is a weak value of `A` in `ψ`, for some unit `φ` not orthogonal to `ψ`,
if and only if `A ψ` is not a multiple of `ψ`. -/
theorem weakValue_surjective_iff (A : E →ₗ[𝕜] E) (ψ : E) :
    (∀ w : 𝕜, ∃ φ : E, ‖φ‖ = 1 ∧ ⟪φ, ψ⟫_𝕜 ≠ 0 ∧ weakValue A φ ψ = w) ↔
      ∀ a : 𝕜, A ψ ≠ a • ψ := by
  refine ⟨fun h a ha => ?_, fun h w => exists_postselection A h w⟩
  obtain ⟨φ, -, h0, hw⟩ := h (a + 1)
  rw [weakValue_of_eigenvector A ha h0] at hw
  exact one_ne_zero (α := 𝕜) (by linear_combination -hw)
```

## The qubit in Lean

`EuclideanSpace 𝕜 (Fin 2)` is 𝕜² with the standard inner product and indices 0 and 1. `plus` is ψ₊ and `postselect w` is φ_w, both with their normalising factors.

```lean
/-- The Pauli operator `σ_z`, acting as `(v₀, v₁) ↦ (v₀, -v₁)`. -/
def sigmaZ (𝕜 : Type*) [RCLike 𝕜] :
    EuclideanSpace 𝕜 (Fin 2) →ₗ[𝕜] EuclideanSpace 𝕜 (Fin 2) where
  toFun v := !₂[v 0, -v 1]
  map_add' x y := by
    ext i
    fin_cases i <;> simp [add_comm]
  map_smul' c x := by
    ext i
    fin_cases i <;> simp

/-- The pre-selected state `ψ = (1, 1) / √2`. -/
def plus (𝕜 : Type*) [RCLike 𝕜] : EuclideanSpace 𝕜 (Fin 2) :=
  !₂[(((√2)⁻¹ : ℝ) : 𝕜), (((√2)⁻¹ : ℝ) : 𝕜)]

/-- The real post-selected state `φ_w = (1 + w, 1 - w) / (√2 √(1 + w²))`. -/
def postselect (w : ℝ) : EuclideanSpace ℝ (Fin 2) :=
  !₂[(1 + w) / (√2 * √(1 + w ^ 2)), (1 - w) / (√2 * √(1 + w ^ 2))]
```

An eigenvalue is a scalar a with σ_z v = av for some nonzero `v`. The equations `e0` and `e1` are the two component conditions; if a is neither 1 nor −1, both components vanish.

```lean
/-- The eigenvalues of `σ_z` are exactly `1` and `-1`. -/
theorem sigmaZ_eigenvalue_iff (a : 𝕜) :
    (∃ v : EuclideanSpace 𝕜 (Fin 2), v ≠ 0 ∧ sigmaZ 𝕜 v = a • v) ↔ a = 1 ∨ a = -1 := by
  constructor
  · rintro ⟨v, hv, h⟩
    have h0 : v 0 = a * v 0 := congrArg (fun x : EuclideanSpace 𝕜 (Fin 2) => x 0) h
    have h1 : -v 1 = a * v 1 := congrArg (fun x : EuclideanSpace 𝕜 (Fin 2) => x 1) h
    by_contra hne
    rw [not_or] at hne
    have e0 : (a - 1) * v 0 = 0 := by linear_combination -h0
    have e1 : (a - -1) * v 1 = 0 := by linear_combination -h1
    have z0 : v 0 = 0 := (mul_eq_zero.1 e0).resolve_left (sub_ne_zero.2 hne.1)
    have z1 : v 1 = 0 := (mul_eq_zero.1 e1).resolve_left (sub_ne_zero.2 hne.2)
    apply hv
    ext i
    fin_cases i <;> simp [z0, z1]
  · rintro (rfl | rfl)
    · refine ⟨!₂[1, 0], fun h => ?_, ?_⟩
      · have := congrArg (fun x : EuclideanSpace 𝕜 (Fin 2) => x 0) h
        simp at this
      · ext i
        fin_cases i <;> simp [sigmaZ]
    · refine ⟨!₂[0, 1], fun h => ?_, ?_⟩
      · have := congrArg (fun x : EuclideanSpace 𝕜 (Fin 2) => x 1) h
        simp at this
      · ext i
        fin_cases i <;> simp [sigmaZ]
```

`inner_two` expands real inner products in components.

```lean
/-- The inner product of two real two-component vectors in components. -/
theorem inner_two (x y : EuclideanSpace ℝ (Fin 2)) :
    ⟪x, y⟫_ℝ = x 0 * y 0 + x 1 * y 1 := by
  simp [PiLp.inner_apply, Fin.sum_univ_two]
  ring
```

The next theorem states, for every real `w`, that both vectors have norm 1, that the overlap is 1/r and nonzero, and that the weak value is w. Here `h1` and `h2` are the squared norms, `h3` the denominator and `h4` the numerator, each reduced with `hs` (√2·√2 = 2) and, for `h2`, `hr` (r² = 1 + w²).

```lean
/-- For every real `w`, the states `ψ = (1,1)/√2` and `φ_w` are unit vectors with nonzero
overlap `1/√(1 + w²)`, and the weak value of `σ_z` between them is `w`. -/
theorem sigmaZ_weakValue_postselect (w : ℝ) :
    ‖plus ℝ‖ = 1 ∧ ‖postselect w‖ = 1 ∧ ⟪postselect w, plus ℝ⟫_ℝ = (√(1 + w ^ 2))⁻¹ ∧
      ⟪postselect w, plus ℝ⟫_ℝ ≠ 0 ∧ weakValue (sigmaZ ℝ) (postselect w) (plus ℝ) = w := by
  have hs : √2 * √2 = 2 := Real.mul_self_sqrt (by norm_num)
  have hr : √(1 + w ^ 2) * √(1 + w ^ 2) = 1 + w ^ 2 := Real.mul_self_sqrt (by positivity)
  have hr0 : (√(1 + w ^ 2))⁻¹ ≠ 0 := by positivity
  have h1 : ⟪plus ℝ, plus ℝ⟫_ℝ = 1 := by
    calc ⟪plus ℝ, plus ℝ⟫_ℝ = (√2)⁻¹ * (√2)⁻¹ + (√2)⁻¹ * (√2)⁻¹ := inner_two _ _
      _ = 2 / (√2 * √2) := by ring
      _ = 1 := by rw [hs]; norm_num
  have h2 : ⟪postselect w, postselect w⟫_ℝ = 1 := by
    calc ⟪postselect w, postselect w⟫_ℝ
        = (1 + w) / (√2 * √(1 + w ^ 2)) * ((1 + w) / (√2 * √(1 + w ^ 2)))
          + (1 - w) / (√2 * √(1 + w ^ 2)) * ((1 - w) / (√2 * √(1 + w ^ 2))) := inner_two _ _
      _ = 2 * (1 + w ^ 2) / ((√2 * √2) * (√(1 + w ^ 2) * √(1 + w ^ 2))) := by ring
      _ = 1 := by
        rw [hs, hr]
        exact div_self (by positivity)
  -- denominator of the weak value
  have h3 : ⟪postselect w, plus ℝ⟫_ℝ = (√(1 + w ^ 2))⁻¹ := by
    calc ⟪postselect w, plus ℝ⟫_ℝ = (1 + w) / (√2 * √(1 + w ^ 2)) * (√2)⁻¹
          + (1 - w) / (√2 * √(1 + w ^ 2)) * (√2)⁻¹ := inner_two _ _
      _ = 2 / (√2 * √2) * (√(1 + w ^ 2))⁻¹ := by ring
      _ = (√(1 + w ^ 2))⁻¹ := by rw [hs, div_self two_ne_zero, one_mul]
  -- numerator of the weak value
  have h4 : ⟪postselect w, sigmaZ ℝ (plus ℝ)⟫_ℝ = w * (√(1 + w ^ 2))⁻¹ := by
    calc ⟪postselect w, sigmaZ ℝ (plus ℝ)⟫_ℝ = (1 + w) / (√2 * √(1 + w ^ 2)) * (√2)⁻¹
          + (1 - w) / (√2 * √(1 + w ^ 2)) * (-(√2)⁻¹) := inner_two _ _
      _ = 2 / (√2 * √2) * (w * (√(1 + w ^ 2))⁻¹) := by ring
      _ = w * (√(1 + w ^ 2))⁻¹ := by rw [hs, div_self two_ne_zero, one_mul]
  refine ⟨?_, ?_, h3, by rw [h3]; exact hr0, ?_⟩
  · exact (sq_eq_sq₀ (norm_nonneg _) zero_le_one).1
      (by rw [← real_inner_self_eq_norm_sq, h1, one_pow])
  · exact (sq_eq_sq₀ (norm_nonneg _) zero_le_one).1
      (by rw [← real_inner_self_eq_norm_sq, h2, one_pow])
  · rw [weakValue, h3, h4, mul_div_cancel_right₀ _ hr0]
```

The overlap relation is stated for real φ only. The first `calc` step cancels the denominator, and `linear_combination` performs the sum of squares using `hn`, which is φ₀² + φ₁² = 1.

```lean
/-- For every real unit vector `φ` not orthogonal to `ψ = (1,1)/√2`, the squared overlap and
the weak value `W` of `σ_z` satisfy `⟨φ, ψ⟩² (1 + W²) = 1`. -/
theorem overlap_sq_mul_weakValue (φ : EuclideanSpace ℝ (Fin 2)) (hφ : ‖φ‖ = 1)
    (h : ⟪φ, plus ℝ⟫_ℝ ≠ 0) :
    ⟪φ, plus ℝ⟫_ℝ ^ 2 * (1 + weakValue (sigmaZ ℝ) φ (plus ℝ) ^ 2) = 1 := by
  have hs : √2 * √2 = 2 := Real.mul_self_sqrt (by norm_num)
  have ht : (√2)⁻¹ * (√2)⁻¹ = 1 / 2 := by
    rw [← mul_inv, hs]
    norm_num
  have hn : φ 0 * φ 0 + φ 1 * φ 1 = 1 := by
    rw [← inner_two, real_inner_self_eq_norm_sq, hφ, one_pow]
  have hp : ⟪φ, plus ℝ⟫_ℝ = φ 0 * (√2)⁻¹ + φ 1 * (√2)⁻¹ := inner_two _ _
  have hq : ⟪φ, sigmaZ ℝ (plus ℝ)⟫_ℝ = φ 0 * (√2)⁻¹ + φ 1 * (-(√2)⁻¹) := inner_two _ _
  calc ⟪φ, plus ℝ⟫_ℝ ^ 2 * (1 + weakValue (sigmaZ ℝ) φ (plus ℝ) ^ 2)
      = ⟪φ, plus ℝ⟫_ℝ ^ 2 + ⟪φ, sigmaZ ℝ (plus ℝ)⟫_ℝ ^ 2 := by
        rw [weakValue, div_pow, mul_add, mul_one, mul_div_cancel₀ _ (pow_ne_zero 2 h)]
    _ = 1 := by
        rw [hp, hq]
        linear_combination (2 * (√2)⁻¹ * (√2)⁻¹) * hn + 2 * ht
```

The last theorem applies `exists_postselection`; subtracting the component equations `h0` and `h1` would make 1/√2 vanish.

```lean
/-- Over the real or the complex numbers, every scalar `w` is the weak value of `σ_z` in
`ψ = (1,1)/√2` for some unit vector `φ` not orthogonal to `ψ`. -/
theorem sigmaZ_weakValue_surjective (w : 𝕜) :
    ∃ φ : EuclideanSpace 𝕜 (Fin 2), ‖φ‖ = 1 ∧ ⟪φ, plus 𝕜⟫_𝕜 ≠ 0 ∧
      weakValue (sigmaZ 𝕜) φ (plus 𝕜) = w := by
  refine exists_postselection _ (fun a h => ?_) w
  have h0 : plus 𝕜 0 = a * plus 𝕜 0 := congrArg (fun x : EuclideanSpace 𝕜 (Fin 2) => x 0) h
  have h1 : -plus 𝕜 0 = a * plus 𝕜 0 := congrArg (fun x : EuclideanSpace 𝕜 (Fin 2) => x 1) h
  have hne : plus 𝕜 0 ≠ 0 := by
    show (((√2)⁻¹ : ℝ) : 𝕜) ≠ 0
    exact RCLike.ofReal_ne_zero.2 (by positivity)
  exact hne (by linear_combination (h0 - h1) / 2)

end

end AnomalousWeakValue
```

```lean
#print axioms AnomalousWeakValue.weakValue_surjective_iff
#print axioms AnomalousWeakValue.sigmaZ_weakValue_postselect
#print axioms AnomalousWeakValue.overlap_sq_mul_weakValue
#print axioms AnomalousWeakValue.sigmaZ_weakValue_surjective
```

```
'AnomalousWeakValue.weakValue_surjective_iff' depends on axioms: [propext, Classical.choice, Quot.sound]
'AnomalousWeakValue.sigmaZ_weakValue_postselect' depends on axioms: [propext, Classical.choice, Quot.sound]
'AnomalousWeakValue.overlap_sq_mul_weakValue' depends on axioms: [propext, Classical.choice, Quot.sound]
'AnomalousWeakValue.sigmaZ_weakValue_surjective' depends on axioms: [propext, Classical.choice, Quot.sound]
```

## Evaluating the ratio numerically

For w = 10, φ_w = (11, −9)/√202 ≈ (0.774, −0.633), the overlap is 1/√101 and its square is 1/101. In NumPy the weak value is

np.vdot(phi, A @ psi) / np.vdot(phi, psi)

where vdot conjugates its first argument, matching the convention above. The large value comes from a near-cancellation in the denominator, so the overlap should be checked against a threshold before dividing. The mixed estimator of projector Monte Carlo has the same form, with φ the trial state and ψ the projected state. For a Hermitian matrix A in a finite basis it returns the eigenvalue when ψ is an exact eigenvector, while for any other fixed nonzero ψ the spectrum sets no bound valid for all φ. If ψ is projected from φ itself, ψ = e^{−τA}φ with real τ and φ ≠ 0, the ratio is an average of the eigenvalues with non-negative weights and stays between the lowest and the highest.
